# Sampling with weight x² + ε² and reweighting gives the estimator 1/x² a finite second moment

## Weights, estimator and moments

Let $x\in[-1,1]$ be a coordinate that crosses a node of a trial wave function at $x=0$. If the wave function is proportional to $x$ on this interval, its square gives, up to a constant factor, the nodal weight $w_0(x)=x^2$.

```lean
import Mathlib

open MeasureTheory Filter Topology

noncomputable section

namespace NodalSampling

/-- The nodal weight `x²`: the square of a wave function with a linear node at the origin. -/
def nodalWeight (x : ℝ) : ℝ := x ^ 2
```

A guiding weight $w_\varepsilon(x)=x^2+\varepsilon^2$ with $\varepsilon>0$ keeps the sampling density positive at the node. The parameter $\varepsilon$ is a length, in units of the half-width of the interval, that sets the width of the region where the ratio of the two weights differs appreciably from 1.

```lean
/-- The guiding weight `x² + ε²`, which for `ε ≠ 0` stays positive at the node. -/
def guidingWeight (ε x : ℝ) : ℝ := x ^ 2 + ε ^ 2
```

A Pulay term in a force contains the local energy times a logarithmic derivative of the wave function. For an approximate wave function each factor can diverge as $1/x$ at the node, so the model estimator is $A(x)=g(x)/x^2$, where the function $g$ collects the remaining factors. The basic case is $g=1$.

```lean
/-- The Pulay-type estimator `g(x)/x²`, meant for `x ≠ 0`. -/
def pulay (g : ℝ → ℝ) (x : ℝ) : ℝ := g x / x ^ 2
```

Samples drawn from $w_\varepsilon$ must be reweighted, which replaces $A$ by

$$A_\varepsilon(x)=\frac{x^2}{x^2+\varepsilon^2}\,A(x).$$

```lean
/-- The estimator `A` times the ratio of nodal to guiding weight, meant for `x` and `ε`
not both zero. -/
def reweighted (ε : ℝ) (A : ℝ → ℝ) (x : ℝ) : ℝ :=
  nodalWeight x / guidingWeight ε x * A x
```

The $n$-th moment of an estimator $A$ under a weight $w$ is $\int_{-1}^{1}w(x)\,A(x)^n\,dx$, with $w$ not normalised. Its finiteness is a separate statement, `HasFiniteMoment`, which says that the integrand is absolutely integrable. The separation matters because Lean assigns the value 0 to the integral of a non-integrable function.

```lean
/-- The `n`-th moment of `A` on `[-1,1]` under the unnormalised weight `w` is finite. -/
def HasFiniteMoment (w A : ℝ → ℝ) (n : ℕ) : Prop :=
  IntervalIntegrable (fun x => w x * A x ^ n) volume (-1) 1

/-- The `n`-th moment of `A` on `[-1,1]` under the unnormalised weight `w`, meant for
moments that are finite. -/
def moment (w A : ℝ → ℝ) (n : ℕ) : ℝ := ∫ x in (-1 : ℝ)..1, w x * A x ^ n
```

## The node has measure zero

The cancellations below hold for $x\neq0$. A single point does not contribute to an integral, so if $w(x)A(x)^n=f(x)$ for all $x\ne0$ and $f$ is integrable, the moment is finite and equals $\int_{-1}^1 f\,dx$. The proof turns the pointwise equality into equality almost everywhere, then transfers first integrability and then the value.

```lean
/-- If the integrand of a moment agrees away from the node with an integrable function `f`,
the moment is finite and equals the integral of `f`. -/
theorem moment_of_eq_off_node {w A f : ℝ → ℝ} {n : ℕ}
    (h : ∀ x, x ≠ 0 → w x * A x ^ n = f x)
    (hf : IntervalIntegrable f volume (-1) 1) :
    HasFiniteMoment w A n ∧ moment w A n = ∫ x in (-1 : ℝ)..1, f x := by
  -- the node is a single point, hence of measure zero
  have h0 : ({0}ᶜ : Set ℝ) ∈ ae (volume : Measure ℝ) :=
    compl_mem_ae_iff.mpr (measure_singleton 0)
  have hae : ∀ᵐ x : ℝ, f x = w x * A x ^ n := by
    filter_upwards [h0] with x hx
    exact (h x hx).symm
  constructor
  · unfold HasFiniteMoment
    rw [intervalIntegrable_iff] at hf ⊢
    exact Integrable.congr hf (ae_restrict_of_ae hae)
  · unfold moment
    apply intervalIntegral.integral_congr_ae
    filter_upwards [hae] with x hx _
    exact hx.symm
```

## The first moment is the same under both weights

Under the nodal weight, $x^2\cdot g(x)/x^2=g(x)$ away from the node. For integrable $g$ the first moment is therefore $\int_{-1}^1 g\,dx$.

```lean
/-- Under the nodal weight, the estimator `g/x²` with `g` integrable has a finite first
moment, equal to the integral of `g`. -/
theorem nodal_first_moment {g : ℝ → ℝ} (hg : IntervalIntegrable g volume (-1) 1) :
    HasFiniteMoment nodalWeight (pulay g) 1 ∧
      moment nodalWeight (pulay g) 1 = ∫ x in (-1 : ℝ)..1, g x := by
  refine moment_of_eq_off_node (fun x hx => ?_) hg
  simp only [nodalWeight, pulay, pow_one]
  field_simp
```

Under the guiding weight the extra factor cancels as well:

$$(x^2+\varepsilon^2)\,\frac{x^2}{x^2+\varepsilon^2}\,\frac{g(x)}{x^2}=g(x).$$

In both proofs `field_simp` carries out the cancellation. The second theorem holds for every real $\varepsilon$, including zero.

```lean
/-- Sampling with the guiding weight and reweighting gives the same first moment, the
integral of `g`, for every integrable `g` and every `ε`. -/
theorem guided_first_moment (ε : ℝ) {g : ℝ → ℝ}
    (hg : IntervalIntegrable g volume (-1) 1) :
    HasFiniteMoment (guidingWeight ε) (reweighted ε (pulay g)) 1 ∧
      moment (guidingWeight ε) (reweighted ε (pulay g)) 1 = ∫ x in (-1 : ℝ)..1, g x := by
  refine moment_of_eq_off_node (fun x hx => ?_) hg
  have hs : x ^ 2 + ε ^ 2 ≠ 0 := by positivity
  simp only [guidingWeight, reweighted, nodalWeight, pulay, pow_one]
  field_simp
```

## The nodal second moment diverges

The second-moment integrand under the nodal weight is $x^2\,g(x)^2/x^4=g(x)^2/x^2$. Suppose that $g$ is continuous at 0 and $g(0)\neq0$; physically, the $1/x^2$ singularity keeps a non-zero coefficient at the node. Choose $c$ with $0<c<|g(0)|$. Close to the node $|g(x)|>c$ and $|x|<1$, so for $x\ne0$

$$\frac{g(x)^2}{x^2}\ \ge\ \frac{c^2}{x^2}\ \ge\ \frac{c^2}{|x|}.$$

Since $1/|x|$ is not integrable across 0, neither is the integrand. In Lean the same comparison reads $1/|x|\le c^{-2}\,g(x)^2/x^2$; this is the bound with constant `1 / c ^ 2`, and the final `calc` block proves it. Continuity at the node alone would not force a divergence: for $g(x)=x$ the integrand is 1 away from the node.

```lean
/-- If `g` is continuous at the node and does not vanish there, the second moment of `g/x²`
under the nodal weight diverges. -/
theorem nodal_second_moment_diverges {g : ℝ → ℝ} (hg : ContinuousAt g 0) (h0 : g 0 ≠ 0) :
    ¬ HasFiniteMoment nodalWeight (pulay g) 2 := by
  unfold HasFiniteMoment
  have hpos : 0 < |g 0| := abs_pos.mpr h0
  obtain ⟨c, hc, hcg⟩ := exists_between hpos
  have h1 : ∀ᶠ x in 𝓝 (0 : ℝ), c < |g x| :=
    Filter.Tendsto.eventually hg.abs (lt_mem_nhds hcg)
  have h2 : ∀ᶠ x in 𝓝 (0 : ℝ), |x| < 1 :=
    (continuous_abs.tendsto (0 : ℝ)).eventually (gt_mem_nhds (by simp))
  -- near the node the integrand dominates the non-integrable function 1/|x|
  refine not_intervalIntegrable_of_sub_inv_isBigO_punctured (c := 0)
    (Asymptotics.IsBigO.of_bound (1 / c ^ 2) ?_) (by norm_num)
    (by rw [Set.uIcc_of_le (by norm_num)]; constructor <;> norm_num)
  filter_upwards [h1.filter_mono nhdsWithin_le_nhds, h2.filter_mono nhdsWithin_le_nhds,
    self_mem_nhdsWithin] with x hgx hx1 hx
  have hx0 : x ≠ 0 := hx
  have hxp : 0 < |x| := abs_pos.mpr hx0
  have e : nodalWeight x * pulay g x ^ 2 = |g x| ^ 2 / |x| ^ 2 := by
    rw [sq_abs, sq_abs]
    simp only [nodalWeight, pulay]
    field_simp
  have hc2 : c ^ 2 ≤ |g x| ^ 2 := by gcongr
  have hb : |x| ≤ |g x| ^ 2 / c ^ 2 := by
    rw [le_div_iff₀ (by positivity)]
    linarith [mul_le_mul_of_nonneg_right hx1.le (sq_nonneg c)]
  rw [e, sub_zero, Real.norm_eq_abs, Real.norm_eq_abs, abs_inv,
    abs_of_nonneg (by positivity : 0 ≤ |g x| ^ 2 / |x| ^ 2)]
  calc |x|⁻¹ = |x| / |x| ^ 2 := by field_simp
    _ ≤ (|g x| ^ 2 / c ^ 2) / |x| ^ 2 := by gcongr
    _ = 1 / c ^ 2 * (|g x| ^ 2 / |x| ^ 2) := by ring
```

## The Lorentzian integral

For $\varepsilon>0$,

$$\frac{d}{dx}\,\frac{\arctan(x/\varepsilon)}{\varepsilon}=\frac{1}{\varepsilon^2}\,\frac{1}{1+x^2/\varepsilon^2}=\frac{1}{x^2+\varepsilon^2}.$$

Because the arctangent is odd, the endpoints give

$$\int_{-1}^{1}\frac{dx}{x^2+\varepsilon^2}=\frac{2\arctan(1/\varepsilon)}{\varepsilon}.$$

The proof obtains integrability from continuity, checks the derivative as `hd`, and applies the fundamental theorem of calculus.

```lean
/-- For `ε > 0` the Lorentzian `1/(x² + ε²)` is integrable on `[-1,1]`, with integral
`2 arctan(1/ε)/ε`. -/
theorem integral_lorentzian {ε : ℝ} (hε : 0 < ε) :
    IntervalIntegrable (fun x : ℝ => 1 / (x ^ 2 + ε ^ 2)) volume (-1) 1 ∧
      ∫ x in (-1 : ℝ)..1, 1 / (x ^ 2 + ε ^ 2) = 2 * Real.arctan (1 / ε) / ε := by
  have hs : ∀ x : ℝ, x ^ 2 + ε ^ 2 ≠ 0 := fun x => by positivity
  have hi : IntervalIntegrable (fun x : ℝ => 1 / (x ^ 2 + ε ^ 2)) volume (-1) 1 :=
    (Continuous.div (by fun_prop) (by fun_prop) hs).intervalIntegrable _ _
  refine ⟨hi, ?_⟩
  -- the antiderivative is arctan(x/ε)/ε
  have hd : ∀ x ∈ Set.uIcc (-1 : ℝ) 1,
      HasDerivAt (fun y : ℝ => Real.arctan (y / ε) / ε) (1 / (x ^ 2 + ε ^ 2)) x := by
    intro x _
    refine ((((hasDerivAt_id' x).div_const ε).arctan).div_const ε).congr_deriv ?_
    have h1 : 1 + (x / ε) ^ 2 = (x ^ 2 + ε ^ 2) / ε ^ 2 := by
      rw [div_pow, add_div, div_self (pow_ne_zero 2 hε.ne')]
      ring
    have h2 := hs x
    rw [h1]
    field_simp
  rw [intervalIntegral.integral_eq_sub_of_hasDerivAt hd hi, neg_div, Real.arctan_neg]
  ring
```

## A bound for general g

Away from the node, the second-moment integrand of the reweighted estimator is

$$(x^2+\varepsilon^2)\left(\frac{x^2}{x^2+\varepsilon^2}\right)^2\frac{g(x)^2}{x^4}=\frac{g(x)^2}{x^2+\varepsilon^2}.$$

If $g$ is continuous on $[-1,1]$ and $|g|\le C$ there, this is at most $C^2/(x^2+\varepsilon^2)$. Integrating the inequality, which is the step `integral_mono_on`, bounds the moment by $C^2$ times the Lorentzian integral.

```lean
/-- For `ε > 0` and `g` continuous on `[-1,1]` with `|g| ≤ C` there, the reweighted estimator
has a finite second moment, at most `C²` times `2 arctan(1/ε)/ε`. -/
theorem guided_second_moment_le {ε C : ℝ} (hε : 0 < ε) {g : ℝ → ℝ}
    (hg : ContinuousOn g (Set.Icc (-1) 1)) (hC : ∀ x ∈ Set.Icc (-1 : ℝ) 1, |g x| ≤ C) :
    HasFiniteMoment (guidingWeight ε) (reweighted ε (pulay g)) 2 ∧
      moment (guidingWeight ε) (reweighted ε (pulay g)) 2
        ≤ C ^ 2 * (2 * Real.arctan (1 / ε) / ε) := by
  have hs : ∀ x : ℝ, x ^ 2 + ε ^ 2 ≠ 0 := fun x => by positivity
  have hi : IntervalIntegrable (fun x => g x ^ 2 / (x ^ 2 + ε ^ 2)) volume (-1) 1 :=
    ContinuousOn.intervalIntegrable_of_Icc (by norm_num)
      ((hg.pow 2).div (by fun_prop) (fun x _ => hs x))
  obtain ⟨hfin, heq⟩ := moment_of_eq_off_node (w := guidingWeight ε)
    (A := reweighted ε (pulay g)) (n := 2) (fun x hx => by
      have h2 := hs x
      simp only [guidingWeight, reweighted, nodalWeight, pulay]
      field_simp) hi
  refine ⟨hfin, ?_⟩
  obtain ⟨hl, hv⟩ := integral_lorentzian hε
  rw [heq, ← hv, ← intervalIntegral.integral_const_mul]
  refine intervalIntegral.integral_mono_on (by norm_num) hi (hl.const_mul _) (fun x hx => ?_)
  have hsq : g x ^ 2 ≤ C ^ 2 := by
    rw [← sq_abs (g x)]
    exact pow_le_pow_left₀ (abs_nonneg _) (hC x hx) 2
  rw [mul_one_div]
  gcongr
```

## The case g = 1

With $g=1$ the first moment is $\int_{-1}^1 dx=2$ under both weights. The nodal second moment diverges, while the guided one is exactly the Lorentzian integral. The theorem states the nodal results first and then the guided results for every $\varepsilon>0$; its proof assembles the preceding lemmas.

```lean
/-- The estimator `1/x²` has integral 2 and a divergent second moment under the nodal weight.
For every `ε > 0`, guided sampling with reweighting keeps the integral 2 and has the finite
second moment `2 arctan(1/ε)/ε`. -/
theorem guided_sampling_cures_divergence :
    (HasFiniteMoment nodalWeight (pulay fun _ => 1) 1 ∧
      moment nodalWeight (pulay fun _ => 1) 1 = 2 ∧
      ¬ HasFiniteMoment nodalWeight (pulay fun _ => 1) 2) ∧
    ∀ ε : ℝ, 0 < ε →
      moment (guidingWeight ε) (reweighted ε (pulay fun _ => 1)) 1 = 2 ∧
      HasFiniteMoment (guidingWeight ε) (reweighted ε (pulay fun _ => 1)) 2 ∧
      moment (guidingWeight ε) (reweighted ε (pulay fun _ => 1)) 2
        = 2 * Real.arctan (1 / ε) / ε := by
  have h1 : IntervalIntegrable (fun _ : ℝ => (1 : ℝ)) volume (-1) 1 :=
    continuous_const.intervalIntegrable _ _
  have h2 : ∫ _ in (-1 : ℝ)..1, (1 : ℝ) = 2 := by
    rw [intervalIntegral.integral_const, smul_eq_mul]
    norm_num
  refine ⟨⟨(nodal_first_moment h1).1, (nodal_first_moment h1).2.trans h2,
    nodal_second_moment_diverges continuousAt_const one_ne_zero⟩, fun ε hε => ?_⟩
  obtain ⟨hl, hv⟩ := integral_lorentzian hε
  obtain ⟨hfin, heq⟩ := moment_of_eq_off_node (w := guidingWeight ε)
    (A := reweighted ε (pulay fun _ => 1)) (n := 2) (fun x hx => by
      have hs : x ^ 2 + ε ^ 2 ≠ 0 := by positivity
      simp only [guidingWeight, reweighted, nodalWeight, pulay]
      field_simp) hl
  exact ⟨(guided_first_moment ε h1).2.trans h2, hfin, heq.trans hv⟩
```

To pass to probability densities, divide by the norms $\int_{-1}^1 x^2\,dx=2/3$ and $\int_{-1}^1(x^2+\varepsilon^2)\,dx=2/3+2\varepsilon^2$. The nodal mean of $1/x^2$ is then 3, whereas the guided mean of $A_\varepsilon$ is $3/(1+3\varepsilon^2)$. Dividing the latter by the guided mean of the ratio $x^2/(x^2+\varepsilon^2)$, which is $1/(1+3\varepsilon^2)$, restores 3. The normalised guided second moment is

$$\frac{3\arctan(1/\varepsilon)}{\varepsilon\,(1+3\varepsilon^2)}.$$

These normalised values are a supplement by hand; the Lean theorems concern the unnormalised integrals.

## Growth as ε shrinks

Write $S(\varepsilon)=2\arctan(1/\varepsilon)/\varepsilon$ and let $0<\varepsilon<\delta$. The arctangent is increasing and positive for positive arguments, so

$$\varepsilon\arctan(1/\delta)<\varepsilon\arctan(1/\varepsilon)<\delta\arctan(1/\varepsilon).$$

Dividing by $\varepsilon\delta$ and doubling gives $S(\delta)<S(\varepsilon)$. The two products passed to `nlinarith` are the two strict inequalities in this chain.

```lean
/-- The second moment of the reweighted estimator `1/x²` grows strictly as `ε > 0` shrinks. -/
theorem guided_second_moment_strictAnti {ε δ : ℝ} (hε : 0 < ε) (h : ε < δ) :
    moment (guidingWeight δ) (reweighted δ (pulay fun _ => 1)) 2
      < moment (guidingWeight ε) (reweighted ε (pulay fun _ => 1)) 2 := by
  have hδ : 0 < δ := hε.trans h
  rw [(guided_sampling_cures_divergence.2 δ hδ).2.2,
    (guided_sampling_cures_divergence.2 ε hε).2.2, div_lt_div_iff₀ hδ hε]
  have ha : Real.arctan (1 / δ) < Real.arctan (1 / ε) :=
    Real.arctan_strictMono (one_div_lt_one_div_of_lt hε h)
  have hb : Real.arctan 0 < Real.arctan (1 / ε) :=
    Real.arctan_strictMono (one_div_pos.mpr hε)
  rw [Real.arctan_zero] at hb
  nlinarith [mul_pos (sub_pos.mpr ha) hε, mul_pos hb (sub_pos.mpr h)]
```

The rate follows from $\varepsilon S(\varepsilon)=2\arctan(1/\varepsilon)$. As $\varepsilon\to0^+$ the argument tends to infinity and the arctangent to $\pi/2$, so the product tends to $\pi$ and $S(\varepsilon)$ grows as $\pi/\varepsilon$. The notation `𝓝[>] 0` expresses the approach from above.

```lean
/-- As `ε` tends to zero from above, `ε` times the second moment of the reweighted estimator
`1/x²` tends to `π`. -/
theorem guided_second_moment_rate :
    Tendsto (fun ε : ℝ => ε * moment (guidingWeight ε) (reweighted ε (pulay fun _ => 1)) 2)
      (𝓝[>] 0) (𝓝 Real.pi) := by
  have h1 : Tendsto (fun ε : ℝ => Real.arctan ε⁻¹) (𝓝[>] 0) (𝓝 (Real.pi / 2)) :=
    (Real.tendsto_arctan_atTop.mono_right nhdsWithin_le_nhds).comp tendsto_inv_nhdsGT_zero
  have h2 := h1.const_mul 2
  rw [show 2 * (Real.pi / 2) = Real.pi by ring] at h2
  refine h2.congr' ?_
  filter_upwards [self_mem_nhdsWithin] with ε hε
  have hp : 0 < ε := hε
  rw [(guided_sampling_cures_divergence.2 ε hp).2.2, one_div, mul_div_cancel₀ _ hp.ne']

end NodalSampling
```

```lean
#print axioms NodalSampling.guided_second_moment_le
#print axioms NodalSampling.guided_sampling_cures_divergence
#print axioms NodalSampling.guided_second_moment_strictAnti
#print axioms NodalSampling.guided_second_moment_rate
```

```
'NodalSampling.guided_second_moment_le' depends on axioms: [propext, Classical.choice, Quot.sound]
'NodalSampling.guided_sampling_cures_divergence' depends on axioms: [propext, Classical.choice, Quot.sound]
'NodalSampling.guided_second_moment_strictAnti' depends on axioms: [propext, Classical.choice, Quot.sound]
'NodalSampling.guided_second_moment_rate' depends on axioms: [propext, Classical.choice, Quot.sound]
```

At the limiting value $\varepsilon=0$ the two weights coincide, the reweighted estimator is again $1/x^2$ away from the node, and the divergence returns.

For forces in quantum Monte Carlo, this one-dimensional model with a linear node shows how a guiding weight that is positive at the node can give a reweighted Pulay term the finite variance needed for the usual standard error of independent samples. The model leaves aside curved many-electron nodal surfaces, correlations along a Markov chain and the statistical error of the normalising ratio, and it does not select an optimal $\varepsilon$.
